# The vertical-gap distribution of the vibrational ground state has the Condon line's width and never a larger third central moment

To simulate an exciton absorption band, one can draw nuclear configurations from the vibrational ground state, solve the Bethe-Salpeter equation at each of them, and collect the excitation energies in a histogram. The histogram treats the nuclei as fixed during the absorption. For one excited surface, a constant transition dipole and zero temperature, its mean and standard deviation are nevertheless those of the vibronic line, taken without its frequency prefactor, up to sampling error. Apart from sampling error, its third central moment is never too large, and it can be too small.

## Moments of the line and of the gaps

Let \(H_g\) be the vibrational Hamiltonian of the electronic ground state, \(E_0\) its lowest level and \(\psi\) a normalised state at that level. Put \(A = H_g - E_0\). Then \(A\psi = 0\), and \(A\) is positive semidefinite because no level lies below \(E_0\). Let \(D\) be the vertical gap, the difference between the excited and the ground potential surface, so that the excited-state Hamiltonian is \(H_g + D\).

Absorption from \(\psi\) with a constant dipole gives lines at the eigenvalues of \(H_g + D - E_0 = A + D\), weighted by the squared overlaps of the eigenstates with \(\psi\). The line shape, without frequency prefactors, is therefore the distribution of \(A + D\) in \(\psi\). The histogram samples the distribution of \(D\) in \(\psi\).

Write \(m = \langle\psi, D\psi\rangle\) and \(d = D - m\). Since \(A\) is Hermitian, \(\langle\psi, Ax\rangle = \langle A\psi, x\rangle = 0\) for every \(x\), so \(A\) gives zero next to \(\psi\) on either side. The mean of \(A + D\) is thus \(m\), its fluctuation is \(A + d\), and \((A+d)\psi = d\psi\). The variance is

\[
\langle\psi,(A+d)^2\psi\rangle = \langle\psi, A\,d\psi\rangle + \langle\psi, d^2\psi\rangle = \langle\psi, d^2\psi\rangle .
\]

In the third moment one \(A\) stands between two factors \(d\) and survives:

\[
\langle\psi,(A+d)^3\psi\rangle = \langle\psi, d(A+d)d\psi\rangle = \langle\psi,d^3\psi\rangle + \langle d\psi, A\,d\psi\rangle .
\]

The last term is nonnegative because \(A\) is positive semidefinite, which gives the inequality.

Equality requires \(\langle x, Ax\rangle = 0\) for \(x = d\psi\), and this forces \(Ax = 0\). To see it, set \(n = \|Ax\|^2\) and \(b = \langle Ax, A(Ax)\rangle \ge 0\). For real \(s, t\), positivity in the vector \(sx - tAx\) reads

\[
0 \le -2stn + t^2 b .
\]

With \(s = b+1\) and \(t = n\) the right-hand side is \(-(b+2)n^2\), so \(n = 0\).

Now suppose that the ground state is nondegenerate, so that \(\psi\) spans the kernel of \(A\), and that the gap fluctuates, so that its variance is positive. If \(A\,d\psi = 0\), then \(d\psi = c\psi\) for some number \(c\). But \(\langle\psi,d\psi\rangle = m - m = 0\), hence \(\|d\psi\|^2 = \bar c\,\langle\psi,d\psi\rangle = 0\). This contradicts the positive variance \(\langle\psi,d^2\psi\rangle = \|d\psi\|^2\). The third moment of the gaps is therefore strictly smaller, and dividing both third moments by the same cubed standard deviation gives the strict inequality for the skewness.

## A line at −1 and 4

Take two vibrational levels with energies \(0\) and \(\omega\), and a gap that couples them with strength \(g\). Its mean is set to zero, since a constant added to \(D\) only shifts both distributions:

\[
A = \begin{pmatrix}0&0\\0&\omega\end{pmatrix},\quad
D = \begin{pmatrix}0&g\\g&0\end{pmatrix},\quad
\psi = \begin{pmatrix}1\\0\end{pmatrix}.
\]

Here \(d = D\) and \(d\psi = (0,g)\), so the variance is \(g^2\), \(\langle\psi,d^3\psi\rangle = 0\), and the extra term is \(\omega g^2\).

For \(\omega = 3\) and \(g = 2\), in any energy unit, the gaps are \(\pm 2\) with weight \(1/2\) each, so their skewness is zero. The line has energies \(4\) and \(-1\) with weights \(1/5\) and \(4/5\). Its mean is \(0\), its variance \(16/5 + 4/5 = 4\), and its third moment \(64/5 - 4/5 = 12 = \omega g^2\). The skewness of the line is \(12/8 = 1.5\).

Now let \(\omega = -3\), so that \(\psi\) is the upper level and the sampling starts from an excited vibrational state. \(A\) is still Hermitian with \(A\psi = 0\), but the line has energies \(-4\) and \(1\) with weights \(1/5\) and \(4/5\), and its third moment is \(-12\). The gaps now overestimate the skewness. What fails is \(\langle d\psi, A\,d\psi\rangle \ge 0\), the only instance of positivity that the inequality between third moments needs.

## Central moments as Lean definitions

```lean
import Mathlib

open scoped InnerProductSpace

namespace VibronicLineShape

noncomputable section

variable {E : Type*} [NormedAddCommGroup E] [InnerProductSpace ℂ E]
variable {A D : E →ₗ[ℂ] E} {ψ : E}
```

The space `E` is any complex inner-product space, and `A` and `D` are linear maps defined on all of it. Hermitian matrices are the finite-dimensional case. An unbounded vibrational Hamiltonian fits only if `E` is taken as a subspace of the Hilbert space that both operators map into itself.

```lean
/-- The mean of the observable `H` in the unit vector `ψ`. -/
def mean (H : E →ₗ[ℂ] E) (ψ : E) : ℝ := (⟪ψ, H ψ⟫_ℂ).re
```

The inner product is conjugate-linear in its first argument. For a Hermitian operator the expectation is already real, so `.re` only changes the type of the number.

```lean
/-- The fluctuation operator: `H` minus its mean in `ψ`. -/
def fluct (H : E →ₗ[ℂ] E) (ψ : E) : E →ₗ[ℂ] E :=
  H - ((mean H ψ : ℝ) : ℂ) • LinearMap.id
```

For `H = D` this is \(d\), with the mean multiplying the identity operator.

```lean
/-- The `k`-th central moment of the observable `H` in the unit vector `ψ`. -/
def centralMoment (H : E →ₗ[ℂ] E) (ψ : E) (k : ℕ) : ℝ :=
  (⟪ψ, (fluct H ψ ^ k) ψ⟫_ℂ).re
```

The power `^ k` is repeated application of the operator. The same definition serves the line and the gaps. Its values are moments of a probability distribution when `H` is Hermitian and `ψ` has norm one.

```lean
/-- The skewness of `H` in `ψ`: third central moment over the cube of the standard deviation,
for states in which the variance is positive. -/
def skewness (H : E →ₗ[ℂ] E) (ψ : E) : ℝ :=
  centralMoment H ψ 3 / √(centralMoment H ψ 2) ^ 3
```

The width meant throughout is the standard deviation, the square root in this denominator, and not a full width at half maximum.

## The surviving term in the third moment

```lean
/-- If `A ψ = 0`, then `A + D` and `D` have the same mean in `ψ`. -/
theorem mean_add (h : A ψ = 0) : mean (A + D) ψ = mean D ψ := by
  simp [mean, h]

/-- If `A ψ = 0`, the fluctuation of `A + D` is `A` plus the fluctuation of `D`. -/
theorem fluct_add (h : A ψ = 0) : fluct (A + D) ψ = A + fluct D ψ := by
  simp only [fluct, mean_add h, add_sub_assoc]
```

These two lemmas are the first step by hand: the means agree, and the fluctuation of \(A + D\) is \(A + d\).

```lean
/-- The fluctuation operator of a symmetric operator is symmetric. -/
theorem fluct_symmetric (hD : D.IsSymmetric) (ψ : E) : (fluct D ψ).IsSymmetric := by
  intro x y
  have h : ⟪D x, y⟫_ℂ = ⟪x, D y⟫_ℂ := hD x y
  simp only [fluct, LinearMap.sub_apply, LinearMap.smul_apply, LinearMap.id_apply,
    inner_sub_left, inner_sub_right, inner_smul_left, inner_smul_right,
    Complex.conj_ofReal, h]
```

Because the mean is a real number, subtracting it keeps the operator Hermitian. This allows \(d\) to be moved from one side of the inner product to the other.

```lean
/-- Moments of the vibronic line: for symmetric `A` and `D` with `A ψ = 0`, the operators `A + D`
and `D` have equal mean and variance in `ψ`, and the third central moment of `A + D` is that of
`D` plus the expectation of `A` in the vector `d ψ`, with `d` the fluctuation of `D`. -/
theorem line_shape_moments (hA : A.IsSymmetric) (hD : D.IsSymmetric) (h : A ψ = 0) :
    mean (A + D) ψ = mean D ψ ∧
    centralMoment (A + D) ψ 2 = centralMoment D ψ 2 ∧
    centralMoment (A + D) ψ 3 =
      centralMoment D ψ 3 + (⟪fluct D ψ ψ, A (fluct D ψ ψ)⟫_ℂ).re := by
  -- `A` standing next to `ψ` on the left gives zero
  have hl : ∀ x, ⟪ψ, A x⟫_ℂ = 0 := fun x => by
    rw [← hA ψ x, h, inner_zero_left]
  have hs : ⟪ψ, fluct D ψ (A (fluct D ψ ψ))⟫_ℂ = ⟪fluct D ψ ψ, A (fluct D ψ ψ)⟫_ℂ :=
    (fluct_symmetric hD ψ ψ _).symm
  refine ⟨mean_add h, ?_, ?_⟩
  · simp only [centralMoment, fluct_add h, pow_two, Module.End.mul_apply,
      LinearMap.add_apply, h, zero_add, inner_add_right, hl]
  · simp only [centralMoment, fluct_add h, pow_three, Module.End.mul_apply,
      LinearMap.add_apply, h, zero_add, map_add, inner_add_right, hl, hs, Complex.add_re]
    ring
```

The hypothesis `IsSymmetric` expresses Hermiticity, and `A ψ = 0` says that energies are counted from the level of `ψ`. The three conclusions are equal means, equal variances and the formula for the third moment. Neither positivity nor normalisation is assumed, so the identities also hold when `ψ` is an excited vibrational eigenstate.

In the proof, `hl` states that \(A\) next to \(\psi\) on the left gives zero, and `hs` rewrites \(\langle\psi, dA\,d\psi\rangle\) as \(\langle d\psi, A\,d\psi\rangle\). The two `simp only` calls expand the square and the cube and remove the vanishing terms.

## Positivity and the case of equality

```lean
/-- A positive symmetric operator whose expectation in `x` vanishes annihilates `x`. -/
theorem apply_eq_zero_of_expectation (hA : A.IsSymmetric)
    (hpos : ∀ x, 0 ≤ (⟪x, A x⟫_ℂ).re) {x : E} (h0 : (⟪x, A x⟫_ℂ).re = 0) : A x = 0 := by
  have h1 : ⟪x, A (A x)⟫_ℂ = ⟪A x, A x⟫_ℂ := (hA x (A x)).symm
  have hn : (⟪A x, A x⟫_ℂ).re = ‖A x‖ ^ 2 := inner_self_eq_norm_sq (𝕜 := ℂ) (A x)
  have hb := hpos (A x)
  -- positivity in the vectors `s x - t A x`
  have key : ∀ s t : ℝ,
      0 ≤ -(2 * s * t * ‖A x‖ ^ 2) + t ^ 2 * (⟪A x, A (A x)⟫_ℂ).re := by
    intro s t
    have h := hpos ((s : ℂ) • x - (t : ℂ) • A x)
    simp only [map_sub, map_smul, inner_sub_left, inner_sub_right, inner_smul_left,
      inner_smul_right, Complex.conj_ofReal, Complex.sub_re, Complex.re_ofReal_mul,
      h1, h0, hn] at h
    linarith
  have hk := key ((⟪A x, A (A x)⟫_ℂ).re + 1) (‖A x‖ ^ 2)
  have hle : (‖A x‖ ^ 2) ^ 2 ≤ 0 := by
    nlinarith [mul_nonneg (sq_nonneg (‖A x‖ ^ 2)) hb]
  have hz : ‖A x‖ ^ 2 = 0 :=
    (pow_eq_zero_iff two_ne_zero).1 (le_antisymm hle (sq_nonneg _))
  exact norm_eq_zero.1 ((pow_eq_zero_iff two_ne_zero).1 hz)
```

The hypothesis `hpos` is positive semidefiniteness. The inequality `key` is positivity in the vector \(sx - tAx\), and `hk` inserts \(s = b+1\) and \(t = n\). From this `nlinarith` obtains \(n^2 \le 0\), and the remaining lines pass from \(n = 0\) to \(Ax = 0\).

```lean
/-- For symmetric `A` and `D` with `A` positive and `A ψ = 0`, the third central moment of `D`
never exceeds that of `A + D`, and the two agree exactly when `A` annihilates `d ψ`, with `d` the
fluctuation of `D`. -/
theorem vertical_third_moment_le (hA : A.IsSymmetric) (hD : D.IsSymmetric)
    (hpos : ∀ x, 0 ≤ (⟪x, A x⟫_ℂ).re) (h : A ψ = 0) :
    centralMoment D ψ 3 ≤ centralMoment (A + D) ψ 3 ∧
    (centralMoment D ψ 3 = centralMoment (A + D) ψ 3 ↔ A (fluct D ψ ψ) = 0) := by
  rw [(line_shape_moments hA hD h).2.2]
  refine ⟨by linarith [hpos (fluct D ψ ψ)], fun e => ?_, fun e => ?_⟩
  · exact apply_eq_zero_of_expectation hA hpos (by linarith)
  · rw [e, inner_zero_right, Complex.zero_re, add_zero]
```

The first conclusion is the inequality between the third central moments. The second says that they agree exactly when \(A\,d\psi = 0\). After the formula for the third moment has been inserted, the inequality is `hpos` in the vector \(d\psi\), and one direction of the equivalence is the preceding lemma.

## Strictly smaller skewness for a nondegenerate ground state

```lean
/-- For symmetric `D` and a unit vector `ψ`, the vector `d ψ` is orthogonal to `ψ`, with `d` the
fluctuation of `D`. -/
theorem inner_fluct (hD : D.IsSymmetric) (hψ : ‖ψ‖ = 1) : ⟪ψ, fluct D ψ ψ⟫_ℂ = 0 := by
  have hm : ((mean D ψ : ℝ) : ℂ) = ⟪ψ, D ψ⟫_ℂ :=
    Complex.conj_eq_iff_re.1 ((inner_conj_symm _ _).trans (hD ψ ψ))
  have hone : ⟪ψ, ψ⟫_ℂ = 1 := by
    rw [inner_self_eq_norm_sq_to_K, hψ]
    simp
  simp only [fluct, LinearMap.sub_apply, LinearMap.smul_apply, LinearMap.id_apply,
    inner_sub_right, inner_smul_right, hone, hm, mul_one, sub_self]
```

The proof first shows that the real number `mean D ψ` equals the complex expectation, which uses the symmetry of `D`. With \(\langle\psi,\psi\rangle = 1\), the two terms of \(\langle\psi,d\psi\rangle\) then cancel.

```lean
/-- Let `A` and `D` be symmetric, `A` positive, and let the unit vector `ψ` span the kernel of `A`.
If `D` has positive variance in `ψ`, its skewness is strictly below that of `A + D`. -/
theorem vertical_skewness_lt (hA : A.IsSymmetric) (hD : D.IsSymmetric)
    (hpos : ∀ x, 0 ≤ (⟪x, A x⟫_ℂ).re) (h : A ψ = 0) (hψ : ‖ψ‖ = 1)
    (hker : ∀ x, A x = 0 → ∃ c : ℂ, x = c • ψ) (hv : 0 < centralMoment D ψ 2) :
    skewness D ψ < skewness (A + D) ψ := by
  have hne : A (fluct D ψ ψ) ≠ 0 := by
    intro h0
    obtain ⟨c, hc⟩ := hker _ h0
    -- `d ψ` is both parallel and orthogonal to `ψ`, so it vanishes
    have hd : fluct D ψ ψ = 0 := by
      have ho : ⟪fluct D ψ ψ, fluct D ψ ψ⟫_ℂ = 0 := by
        nth_rewrite 1 [hc]
        rw [inner_smul_left, inner_fluct hD hψ, mul_zero]
      exact inner_self_eq_zero.1 ho
    have hz : centralMoment D ψ 2 = 0 := by
      simp only [centralMoment, pow_two, Module.End.mul_apply, hd, map_zero,
        inner_zero_right, Complex.zero_re]
    linarith
  obtain ⟨hle, heq⟩ := vertical_third_moment_le hA hD hpos h
  have hlt := lt_of_le_of_ne hle (fun e => hne (heq.1 e))
  unfold skewness
  rw [(line_shape_moments hA hD h).2.1]
  exact div_lt_div_of_pos_right hlt (pow_pos (Real.sqrt_pos.2 hv) 3)
```

Three hypotheses are added to those of the third-moment inequality. `hψ` normalises the state, `hker` says that every vector annihilated by `A` is a multiple of `ψ`, which is nondegeneracy of the ground state, and `hv` says that the gap has positive variance. The block `hne` carries out the argument by contradiction: \(d\psi\) would be both parallel and orthogonal to \(\psi\), hence zero, and the variance would vanish. The last lines replace the variance of the line by that of the gaps and divide by the common positive denominator.

The theorem concerns exact distributions. It gives no bound on the statistical error of a finite sample, and it takes the gap operator as given, whatever the quality of the Bethe-Salpeter energies behind it.

## The two-level model in Lean

```lean
/-- Two-level vibrational Hamiltonian with level energies `0` and `ω`. -/
def levels (ω : ℝ) : EuclideanSpace ℂ (Fin 2) →ₗ[ℂ] EuclideanSpace ℂ (Fin 2) where
  toFun x := !₂[0, (ω : ℂ) * x 1]
  map_add' x y := by ext i; fin_cases i <;> simp [mul_add]
  map_smul' c x := by ext i; fin_cases i <;> simp [mul_left_comm]

/-- Gap operator that couples the two levels with strength `g`. -/
def coupling (g : ℝ) : EuclideanSpace ℂ (Fin 2) →ₗ[ℂ] EuclideanSpace ℂ (Fin 2) where
  toFun x := !₂[(g : ℂ) * x 1, (g : ℂ) * x 0]
  map_add' x y := by ext i; fin_cases i <;> simp [mul_add]
  map_smul' c x := by ext i; fin_cases i <;> simp [mul_left_comm]

/-- The basis state to which `levels ω` gives the energy `0`; it is the lower level when `ω > 0`. -/
def ground : EuclideanSpace ℂ (Fin 2) := !₂[1, 0]
```

These are the matrices \(A\) and \(D\) and the vector \(\psi\) of the numerical example, with general \(\omega\) and \(g\). Lean counts the components from zero, so `x 0` belongs to the level at energy `0` and `x 1` to the level at energy `ω`.

```lean
/-- For `ω > 0` and `g ≠ 0` the two-level model meets every hypothesis of the strict skewness
inequality. -/
theorem vertical_skewness_witness {ω g : ℝ} (hω : 0 < ω) (hg : g ≠ 0) :
    (levels ω).IsSymmetric ∧ (coupling g).IsSymmetric ∧
    (∀ x, 0 ≤ (⟪x, levels ω x⟫_ℂ).re) ∧ levels ω ground = 0 ∧ ‖ground‖ = 1 ∧
    (∀ x, levels ω x = 0 → ∃ c : ℂ, x = c • ground) ∧
    0 < centralMoment (coupling g) ground 2 := by
  refine ⟨fun x y => ?_, fun x y => ?_, fun x => ?_, ?_, ?_, fun x hx => ⟨x 0, ?_⟩, ?_⟩
  · simp only [levels, LinearMap.coe_mk, AddHom.coe_mk, PiLp.inner_apply, Fin.sum_univ_two]
    simp
    ring
  · simp only [coupling, LinearMap.coe_mk, AddHom.coe_mk, PiLp.inner_apply, Fin.sum_univ_two]
    simp
    ring
  · simp [levels, PiLp.inner_apply, Fin.sum_univ_two]
    nlinarith [mul_nonneg hω.le (mul_self_nonneg (x 1).re),
      mul_nonneg hω.le (mul_self_nonneg (x 1).im)]
  · ext i; fin_cases i <;> simp [levels, ground]
  · simp [ground, EuclideanSpace.norm_eq, Fin.sum_univ_two]
  · have h1 := congrArg (fun v : EuclideanSpace ℂ (Fin 2) => v 1) hx
    simp [levels, hω.ne'] at h1
    ext i; fin_cases i <;> simp [ground, h1]
  · have hm : mean (coupling g) ground = 0 := by
      simp [mean, coupling, ground, PiLp.inner_apply, Fin.sum_univ_two]
    have hf : fluct (coupling g) ground = coupling g := by
      simp only [fluct, hm, Complex.ofReal_zero, zero_smul, sub_zero]
    have hv : centralMoment (coupling g) ground 2 = g * g := by
      simp only [centralMoment, hf, pow_two, Module.End.mul_apply]
      simp [coupling, ground, PiLp.inner_apply, Fin.sum_univ_two]
    rw [hv]
    exact mul_self_pos.2 hg

end

end VibronicLineShape
```

For \(\omega > 0\) and \(g \ne 0\) the model satisfies all the assumptions of `vertical_skewness_lt`, which then gives the strict inequality for it. The conjuncts are proved component by component. For the kernel, \(\omega x_1 = 0\) forces \(x_1 = 0\), so \(x\) is \(x_0\) times the ground vector. For the variance, the mean vanishes, the fluctuation operator is the coupling itself, and the second moment comes out as \(g^2\). The value \(\omega g^2\) for the third moment of the line rests on the computation by hand above.

```lean
#print axioms VibronicLineShape.vertical_third_moment_le
#print axioms VibronicLineShape.vertical_skewness_lt
```

```
'VibronicLineShape.vertical_third_moment_le' depends on axioms: [propext, Classical.choice, Quot.sound]
'VibronicLineShape.vertical_skewness_lt' depends on axioms: [propext, Classical.choice, Quot.sound]
```
